# For circular hydrogen-like orbitals, the expectation value of r⁻³ is finite exactly when n ≥ 2

The failing declaration, `hyperfine_integrable_iff`, concerns the circular orbitals of one non-relativistic electron in the Coulomb field of a point nucleus of charge Z > 0, with unnormalised reduced radial function rⁿ exp(−Zr/n) in atomic units. It states that, for n ≥ 1, r⁻³ times the square of this function is integrable over r > 0 if and only if n ≥ 2; normalising the function would only multiply the integrand by a positive constant, so the condition is the same. For the forward direction, the attempt supposes n = 1 and bounds 1/r on (0, 1] by a constant multiple of the integrand, so that integrability would contradict the divergence of ∫ dr/r at zero. For the converse, it uses Lean's convention that the integral of a non-integrable function is zero, which contradicts the positive value given by the earlier theorem `inverse_moment`.

In Lean, a first try:

```lean
import Mathlib

open MeasureTheory Set

namespace CircularOrbitHyperfine

noncomputable section

/-- The unnormalised reduced radial function `r^n exp(-Z r / n)` of the circular orbit with
principal quantum number `n` and nuclear charge `Z`, in atomic units. -/
def circularRadial (Z : ℝ) (n : ℕ) (r : ℝ) : ℝ :=
  r ^ n * Real.exp (-(Z / n) * r)

/-- The radial density of the circular orbit is `r^(2n) exp(-2 Z r / n)`. -/
theorem circularRadial_sq (Z : ℝ) (n : ℕ) (r : ℝ) :
    circularRadial Z n r ^ 2 = r ^ (2 * n) * Real.exp (-(2 * Z / n * r)) := by
  unfold circularRadial
  rw [mul_pow, ← pow_mul, ← Real.exp_nat_mul, mul_comm n 2]
  congr 2
  push_cast
  ring

/-- Inverse moments of the circular density: if `m + j = 2n`, the integral of `r^(-j)` times the
density is `m! / (2Z/n)^(m+1)`. -/
theorem inverse_moment {Z : ℝ} (hZ : 0 < Z) {n : ℕ} (hn : 0 < n) {m j : ℕ}
    (h : m + j = 2 * n) :
    ∫ r in Ioi (0 : ℝ), (r ^ j)⁻¹ * circularRadial Z n r ^ 2
      = (m.factorial : ℝ) / (2 * Z / n) ^ (m + 1) := by
  have hn' : (0 : ℝ) < n := Nat.cast_pos.2 hn
  have ha : 0 < 2 * Z / (n : ℝ) := by positivity
  -- the inverse power lowers the power of r in the density
  have hcongr : ∫ r in Ioi (0 : ℝ), (r ^ j)⁻¹ * circularRadial Z n r ^ 2
      = ∫ r in Ioi (0 : ℝ), r ^ m * Real.exp (-(2 * Z / n * r)) := by
    refine setIntegral_congr_fun measurableSet_Ioi (fun r hr => ?_)
    have hr' : 0 < r := hr
    have hj : r ^ j ≠ 0 := (pow_pos hr' j).ne'
    show (r ^ j)⁻¹ * circularRadial Z n r ^ 2 = r ^ m * Real.exp (-(2 * Z / n * r))
    rw [circularRadial_sq, ← h, pow_add, mul_comm (r ^ m) (r ^ j), mul_assoc,
      inv_mul_cancel_left₀ hj]
  -- what remains is Euler's Gamma integral
  have hG := Real.integral_rpow_mul_exp_neg_mul_Ioi
    (by positivity : (0 : ℝ) < (m : ℝ) + 1) ha
  rw [add_sub_cancel_right, Real.Gamma_nat_eq_factorial] at hG
  simp only [Real.rpow_natCast] at hG
  have e : (1 / (2 * Z / (n : ℝ))) ^ ((m : ℝ) + 1) = (1 / (2 * Z / (n : ℝ))) ^ (m + 1) := by
    exact_mod_cast Real.rpow_natCast (1 / (2 * Z / (n : ℝ))) (m + 1)
  rw [hcongr, hG, e, one_div, inv_pow, div_eq_mul_inv _ ((2 * Z / (n : ℝ)) ^ (m + 1))]
  exact mul_comm _ _

/-- For `n ≥ 1`, the hyperfine integrand `r⁻³` times the circular density is integrable on
`r > 0` exactly when `n ≥ 2`. -/
theorem hyperfine_integrable_iff {Z : ℝ} (hZ : 0 < Z) {n : ℕ} (hn : 1 ≤ n) :
    IntegrableOn (fun r => (r ^ 3)⁻¹ * circularRadial Z n r ^ 2) (Ioi 0) ↔ 2 ≤ n := by
  constructor
  · intro h
    by_contra hlt
    obtain rfl : n = 1 := by omega
    -- near the nucleus the integrand dominates a multiple of 1/r
    have h1 : IntegrableOn (fun r : ℝ => r⁻¹) (Ioc 0 1) := by
      have h2 := Integrable.const_mul (h.mono_set (Ioc_subset_Ioi_self (b := 1)))
        (Real.exp (2 * Z))
      refine Integrable.mono' h2 measurable_inv.aestronglyMeasurable ?_
      filter_upwards [ae_restrict_mem measurableSet_Ioc] with r hr
      have hr0 : r ≠ 0 := hr.1.ne'
      have e : Real.exp (2 * Z) * ((r ^ 3)⁻¹ * circularRadial Z 1 r ^ 2)
          = r⁻¹ * Real.exp (2 * Z + -(2 * Z * r)) := by
        rw [circularRadial_sq, Real.exp_add]
        simp only [Nat.cast_one, div_one, mul_one]
        generalize Real.exp (2 * Z) = A
        generalize Real.exp (-(2 * Z * r)) = B
        field_simp
      have hexp : 1 ≤ Real.exp (2 * Z + -(2 * Z * r)) :=
        Real.one_le_exp (by nlinarith [mul_nonneg hZ.le (sub_nonneg.2 hr.2)])
      rw [Real.norm_of_nonneg (inv_nonneg.2 hr.1.le)]
      exact (le_mul_of_one_le_right (inv_nonneg.2 hr.1.le) hexp).trans e.symm.le
    have h3 := (intervalIntegrable_iff_integrableOn_Ioc_of_le zero_le_one).2 h1
    rcases intervalIntegrable_inv_iff.1 h3 with h4 | h4
    · exact zero_ne_one h4
    · exact h4 left_mem_uIcc
  · intro h2
    by_contra hni
    -- a non-integrable function would have integral zero, but the moment is positive
    have hz := integral_undef hni
    obtain ⟨k, rfl⟩ := Nat.exists_eq_add_of_le h2
    have hm := inverse_moment hZ (n := 2 + k) (by omega) (m := 2 * k + 1) (j := 3) (by ring)
    have hpos : 0 < ((2 * k + 1).factorial : ℝ) /
        (2 * Z / ((2 + k : ℕ) : ℝ)) ^ (2 * k + 1 + 1) := by positivity
    exact hpos.ne' (hm.symm.trans hz)

end

end CircularOrbitHyperfine
```

Compiling this gives:

```
Main.lean:60:50: error: Application type mismatch: The argument
  Ioc_subset_Ioi_self
has type
  Ioc 1 ?m.146 ⊆ Ioi 1
but is expected to have type
  ?m.139 ⊆ Ioi 0
in the application
  IntegrableOn.mono_set h Ioc_subset_Ioi_self
```

The message says that `h.mono_set` needs a proof that some set lies inside `Ioi 0`, because `h` gives integrability there, but was handed a proof of `Ioc 1 ?m.146 ⊆ Ioi 1`. The named argument `(b := 1)` was meant to fix the upper endpoint of the interval (0, 1]. In `Ioc_subset_Ioi_self`, however, `b` is the lower endpoint, as the message shows, so the 1 went to the wrong end and `Ioi 1` could not match `Ioi 0`.

The repair states the inclusion as `hsub : Ioc (0 : ℝ) 1 ⊆ Ioi 0`, with both endpoints written out, so nothing depends on the lemma's argument names. Its proof, `fun x hx => hx.1`, takes from membership of (0, 1] the part that says 0 < x, which is what membership of `Ioi 0` means. Passing `hsub` to `h.mono_set` then gives integrability on (0, 1], as the comparison with 1/r requires. Putting `(Real.exp (2 * Z))` on the same line is mere tidying.

The change, after which it compiles:

```diff
@@ -58,6 +58,6 @@
     -- near the nucleus the integrand dominates a multiple of 1/r
     have h1 : IntegrableOn (fun r : ℝ => r⁻¹) (Ioc 0 1) := by
-      have h2 := Integrable.const_mul (h.mono_set (Ioc_subset_Ioi_self (b := 1)))
-        (Real.exp (2 * Z))
+      have hsub : Ioc (0 : ℝ) 1 ⊆ Ioi 0 := fun x hx => hx.1
+      have h2 := Integrable.const_mul (h.mono_set hsub) (Real.exp (2 * Z))
       refine Integrable.mono' h2 measurable_inv.aestronglyMeasurable ?_
       filter_upwards [ae_restrict_mem measurableSet_Ioc] with r hr
```
